# One exchange-tensor element from four energies of a bilinear spin model

Reverse one magnetic moment in a crystal and the total energy changes, but the change is not the exchange energy of any one pair. The reversed moment also interacts with its other neighbours. If it is turned to a new axis instead, its single-ion anisotropy enters as well. An exchange constant read from one such energy difference therefore contains contributions that have nothing to do with the chosen pair.

The problems below separate the pair coupling from these contributions for classical spins. In electronic-structure work the energies would come from two-component calculations with spin–orbit coupling and constrained moment directions, and the results in (b) to (g) apply as far as those energies follow a spin model with bilinear pair coupling. That last condition is the step from the model to a real material, and it is assumed there; (h) and (i) examine interactions beyond it.

## Spins, energies and reversals

```lean
import Mathlib

open Matrix

namespace FourStateExchange

noncomputable section
```

A spin is a real vector with three components, numbered 0, 1, 2 in Lean. No length is imposed. The axis vectors $e_a$, written `axis a`, have length one, so spin magnitudes are absorbed into the exchange tensor, which has units of energy.

```lean
/-- A classical spin vector in three dimensions. -/
abbrev Spin := Fin 3 → ℝ

/-- The unit spin along the Cartesian axis `a`. -/
def axis (a : Fin 3) : Spin := Pi.single a 1
```

The energy of two spins $u$ and $v$ is

$$E(u,v)=u\cdot Jv+f(u)+h(v).$$

The real $3\times3$ matrix $J$ is the exchange tensor; with this sign, a positive diagonal element favours antiparallel spins. The arbitrary functions $f$ and $h$ stand for single-ion anisotropy, external fields and the coupling to fixed surrounding spins.

```lean
/-- The energy of two spins with exchange tensor `J`, where `f` and `h` collect everything
that depends on one of the two spins only. -/
def pairEnergy (J : Matrix (Fin 3) (Fin 3) ℝ) (f h : Spin → ℝ) (u v : Spin) : ℝ :=
  u ⬝ᵥ J *ᵥ v + f u + h v
```

A single reversal gives $E(u,v)-E(u,-v)=2\,u\cdot Jv+h(v)-h(-v)$, which still contains the field on the second spin. The next definition combines the energies for all four choices of the two signs, for any energy function $E$:

$$\mathcal F[E](u,v)=\tfrac14\big[E(u,v)+E(-u,-v)-E(u,-v)-E(-u,v)\big].$$

```lean
/-- The four-state combination: energies with both or neither spin reversed count positive,
energies with one spin reversed count negative, and the sum is divided by four. -/
def fourState (E : Spin → Spin → ℝ) (u v : Spin) : ℝ :=
  (E u v + E (-u) (-v) - E u (-v) - E (-u) v) / 4
```

For a finite lattice with spins $S_i$, on-site functions $g_i$ and tensors $J_{ij}$, the energy is $\sum_i g_i(S_i)+\frac12\sum_{i,j}S_i\cdot J_{ij}S_j$. The sum runs over ordered pairs, and the factor $\frac12$ makes each bond count once. Conventions that sum over ordered pairs without this factor have tensors half as large.

```lean
/-- The energy of a finite lattice of spins with arbitrary on-site functions `g i` and
bilinear couplings `J i j`, the sum over ordered pairs being halved. -/
def latticeEnergy {ι : Type*} [Fintype ι] (g : ι → Spin → ℝ)
    (J : ι → ι → Matrix (Fin 3) (Fin 3) ℝ) (S : ι → Spin) : ℝ :=
  ∑ i, g i (S i) + (1 / 2) * ∑ i, ∑ j, S i ⬝ᵥ J i j *ᵥ S j
```

## (a) Coupling along two axes

Show that for any real $3\times3$ matrix $M$

$$e_a\cdot Me_b=M_{ab}.$$

In components, $e_a\cdot Me_b=\sum_{i,j}\delta_{ai}M_{ij}\delta_{bj}=M_{ab}$. The Lean proof expands the products in the same way and lets the Kronecker deltas collapse the sums.

```lean
/-- The bilinear coupling of spins along axes `a` and `b` is the tensor element `M a b`. -/
theorem axis_coupling (M : Matrix (Fin 3) (Fin 3) ℝ) (a b : Fin 3) :
    axis a ⬝ᵥ M *ᵥ axis b = M a b := by
  simp [axis, Matrix.mulVec, dotProduct, Pi.single_apply]
```

## (b) Cancellation of the one-spin terms

Show that for any spins $u$ and $v$, not only those along axes,

$$\mathcal F[E](u,v)=u\cdot Jv.$$

Write $X=u\cdot Jv$. The four energies are

$$\begin{aligned}
E(u,v)&=X+f(u)+h(v),\\
E(-u,-v)&=X+f(-u)+h(-v),\\
E(u,-v)&=-X+f(u)+h(-v),\\
E(-u,v)&=-X+f(-u)+h(v).
\end{aligned}$$

The first two minus the last two leave $4X$, since each value of $f$ and $h$ occurs once with each sign. Division by four gives the result. In Lean, `simp only` moves the minus signs out of the products and `ring` does the cancellation. Neither $f$ nor $h$ needs any symmetry or smoothness.

```lean
/-- For any two spin directions the four-state combination of the pair energy is the
exchange energy alone. -/
theorem fourState_pairEnergy (J : Matrix (Fin 3) (Fin 3) ℝ) (f h : Spin → ℝ) (u v : Spin) :
    fourState (pairEnergy J f h) u v = u ⬝ᵥ J *ᵥ v := by
  simp only [fourState, pairEnergy, Matrix.mulVec_neg, dotProduct_neg, neg_dotProduct]
  ring
```

## (c) One element of the exchange tensor

Show that

$$\tfrac14\big[E(e_a,e_b)+E(-e_a,-e_b)-E(e_a,-e_b)-E(-e_a,e_b)\big]=J_{ab}.$$

Put $u=e_a$ and $v=e_b$ in (b), then use (a) with $M=J$. The Lean statement writes out the four energies, and its proof chains the two earlier results. The matrix $J$ need not be symmetric, and $a=b$ is allowed.

```lean
/-- Four energies with the spins along plus or minus the axes `a` and `b` give the exchange
element `J a b`, whatever the one-spin terms `f` and `h` are. -/
theorem exchange_element (J : Matrix (Fin 3) (Fin 3) ℝ) (f h : Spin → ℝ) (a b : Fin 3) :
    (pairEnergy J f h (axis a) (axis b) + pairEnergy J f h (-axis a) (-axis b)
      - pairEnergy J f h (axis a) (-axis b) - pairEnergy J f h (-axis a) (axis b)) / 4
      = J a b :=
  (fourState_pairEnergy J f h (axis a) (axis b)).trans (axis_coupling J a b)
```

## (d) The weights are fixed

Suppose that numbers $w_1,\dots,w_4$ satisfy

$$w_1E(e_a,e_b)+w_2E(-e_a,-e_b)+w_3E(e_a,-e_b)+w_4E(-e_a,e_b)=J_{ab}$$

for all $J$, $f$ and $h$. Show that

$$w_1=w_2=\tfrac14,\qquad w_3=w_4=-\tfrac14.$$

Four choices of the energy are enough:

- a constant, $J=0$, $f=1$, $h=0$, gives $w_1+w_2+w_3+w_4=0$;
- a field on the first spin, $f(u)=u_a$ alone, gives $w_1-w_2+w_3-w_4=0$;
- a field on the second spin, $h(v)=v_b$ alone, gives $w_1-w_2-w_3+w_4=0$;
- pure exchange with all elements of $J$ equal to one gives $w_1+w_2-w_3-w_4=1$.

The second and third equations give $w_1=w_2$ and $w_3=w_4$. The first then gives $w_3=-w_1$, and the last gives $4w_1=1$. In Lean these equations are `h1` to `h4`, and `linarith` solves them.

All four weights are nonzero, so a fixed weighted sum that works for every $J$, $f$ and $h$ uses all four energies. If $h$ is known to be even, the single reversal above already gives $2\,u\cdot Jv$.

```lean
/-- If a weighted sum of the four energies gives `J a b` for every exchange tensor and all
one-spin terms, its weights are those of the four-state combination. -/
theorem weights_unique (a b : Fin 3) (w₁ w₂ w₃ w₄ : ℝ)
    (hw : ∀ (J : Matrix (Fin 3) (Fin 3) ℝ) (f h : Spin → ℝ),
      w₁ * pairEnergy J f h (axis a) (axis b) + w₂ * pairEnergy J f h (-axis a) (-axis b)
        + w₃ * pairEnergy J f h (axis a) (-axis b)
        + w₄ * pairEnergy J f h (-axis a) (axis b) = J a b) :
    w₁ = 1 / 4 ∧ w₂ = 1 / 4 ∧ w₃ = -1 / 4 ∧ w₄ = -1 / 4 := by
  have hs : ∀ c, axis c c = 1 := fun c => by simp [axis]
  -- test energies: a constant, a field on either spin, and a pure exchange
  have h1 := hw 0 (fun _ => 1) (fun _ => 0)
  have h2 := hw 0 (fun u => u a) (fun _ => 0)
  have h3 := hw 0 (fun _ => 0) (fun v => v b)
  have h4 := hw (Matrix.of fun _ _ => 1) (fun _ => 0) (fun _ => 0)
  simp only [pairEnergy, Matrix.mulVec_neg, dotProduct_neg, neg_dotProduct, axis_coupling,
    Matrix.zero_apply, Matrix.of_apply, Pi.neg_apply, hs] at h1 h2 h3 h4
  refine ⟨?_, ?_, ?_, ?_⟩ <;> linarith
```

## (e) Two sites that mix the varied spins

Here $a,b,a',b'$ are real coefficients, not axis labels, and $c,c'$ are fixed vectors. Let

$$W(u,v)=(au+bv+c)\cdot M(a'u+b'v+c').$$

Show that

$$\mathcal F[W](x,y)=ab'\,x\cdot My+ba'\,y\cdot Mx.$$

Expansion gives nine terms. Those in $u$ alone, in $v$ alone or in neither cancel as in (b). The two mixed terms, $ab'\,u\cdot Mv$ and $ba'\,v\cdot Mu$, change sign when one spin is reversed and keep it when both are, so they survive with weight one. The Lean proof expands by linearity and collects with `ring`.

```lean
/-- When two sites carry mixtures of the spins `u` and `v` plus fixed vectors, the four-state
combination of their coupling keeps only the terms that contain both `u` and `v`. -/
theorem fourState_affine (M : Matrix (Fin 3) (Fin 3) ℝ) (a b a' b' : ℝ) (c c' x y : Spin) :
    fourState (fun u v => (a • u + b • v + c) ⬝ᵥ M *ᵥ (a' • u + b' • v + c')) x y
      = a * b' * (x ⬝ᵥ M *ᵥ y) + b * a' * (y ⬝ᵥ M *ᵥ x) := by
  simp only [fourState, Matrix.mulVec_add, Matrix.mulVec_smul, Matrix.mulVec_neg, smul_neg,
    dotProduct_add, add_dotProduct, dotProduct_smul, smul_dotProduct, neg_dotProduct,
    dotProduct_neg, smul_eq_mul]
  ring
```

## (f) A pair inside a lattice

Freeze all spins of the lattice except those at two distinct sites $p$ and $q$, which are set to $u$ and $v$. Let $E_S(u,v)$ be the resulting lattice energy, and let $J_{qp}=J_{pq}^{\mathsf T}$. Show that

$$\mathcal F[E_S](e_a,e_b)=(J_{pq})_{ab}.$$

The spin at site $i$ is $\delta_{ip}u+\delta_{iq}v+c_i$, where $c_i=0$ at $p$ and $q$ and $c_i=S_i$ elsewhere. Each on-site term depends on at most one varied spin and cancels. By (e) and (a), the coupling of sites $i$ and $j$ contributes

$$\delta_{ip}\delta_{jq}(J_{ij})_{ab}+\delta_{iq}\delta_{jp}(J_{ij})_{ba}.$$

Summing over $i$ and $j$ with the factor $\frac12$ gives $\frac12[(J_{pq})_{ab}+(J_{qp})_{ba}]$, which is $(J_{pq})_{ab}$ by the transpose condition. That condition says that both orderings describe the same bond. It is required for this pair only.

In Lean, `Function.update` replaces the two spins. The form of the spin at each site is `hσ`, the on-site cancellation is `hsite`, the surviving couplings are `hpair`, and `hsplit` distributes the four-state combination over the sums.

The smallest lattice allowed has just the two sites. Its energy is

$$u\cdot J_{pq}v+\big[g_p(u)+\tfrac12u\cdot J_{pp}u\big]+\big[g_q(v)+\tfrac12v\cdot J_{qq}v\big],$$

which is the pair energy of (c), with the brackets as $f$ and $h$. In a periodic supercell, reversing a spin also reverses its images, so the measured element is a sum over image bonds.

```lean
/-- In a lattice with all other spins frozen in any configuration `S`, the four-state
combination for two distinct sites `p` and `q` gives the element `a b` of their exchange
tensor, provided the tensor from `q` to `p` is the transpose of that from `p` to `q`. -/
theorem lattice_exchange_element {ι : Type*} [Fintype ι] [DecidableEq ι]
    (g : ι → Spin → ℝ) (J : ι → ι → Matrix (Fin 3) (Fin 3) ℝ) (S : ι → Spin)
    {p q : ι} (hpq : p ≠ q) (hJ : J q p = (J p q)ᵀ) (a b : Fin 3) :
    fourState (fun u v => latticeEnergy g J (Function.update (Function.update S p u) q v))
      (axis a) (axis b) = J p q a b := by
  -- every site's spin is affine in the two varied spins
  have hσ : ∀ (u v : Spin) (i : ι), Function.update (Function.update S p u) q v i
      = (if i = p then (1 : ℝ) else 0) • u + (if i = q then (1 : ℝ) else 0) • v
        + (if i = p ∨ i = q then 0 else S i) := by
    intro u v i
    by_cases hq : i = q
    · subst hq
      simp [hpq.symm]
    · by_cases hp : i = p
      · subst hp
        simp [hpq]
      · simp [hp, hq]
  -- on-site terms cancel
  have hsite : ∀ i, fourState
      (fun u v => g i (Function.update (Function.update S p u) q v i)) (axis a) (axis b)
      = 0 := by
    intro i
    by_cases hi : i = q
    · subst hi
      simp only [fourState, Function.update_self]
      ring
    · simp only [fourState, Function.update_of_ne hi]
      ring
  -- of the couplings only those between p and q survive
  have hpair : ∀ i j, fourState
      (fun u v => Function.update (Function.update S p u) q v i ⬝ᵥ
        J i j *ᵥ Function.update (Function.update S p u) q v j) (axis a) (axis b)
      = (if j = q then (if i = p then J i j a b else 0) else 0)
        + (if j = p then (if i = q then J i j b a else 0) else 0) := by
    intro i j
    simp only [hσ]
    rw [fourState_affine, axis_coupling, axis_coupling]
    split_ifs <;> simp
  have hsplit : fourState
      (fun u v => latticeEnergy g J (Function.update (Function.update S p u) q v))
      (axis a) (axis b)
      = ∑ i, fourState
          (fun u v => g i (Function.update (Function.update S p u) q v i)) (axis a) (axis b)
        + (1 / 2) * ∑ i, ∑ j, fourState
          (fun u v => Function.update (Function.update S p u) q v i ⬝ᵥ
            J i j *ᵥ Function.update (Function.update S p u) q v j) (axis a) (axis b) := by
    simp only [fourState, latticeEnergy, ← Finset.sum_div, Finset.sum_add_distrib,
      Finset.sum_sub_distrib]
    ring
  rw [hsplit]
  simp only [hsite, hpair, Finset.sum_add_distrib, Finset.sum_ite_eq', Finset.mem_univ,
    ↓reduceIte, Finset.sum_const_zero, hJ, Matrix.transpose_apply]
  ring
```

## (g) The Dzyaloshinskii–Moriya vector

Let $G$ be a symmetric matrix, $d$ a vector, and

$$E_d(u,v)=u\cdot Gv+f(u)+h(v)+d\cdot(u\times v).$$

With axis labels counted modulo 3, show that

$$\tfrac12\big(\mathcal F[E_d](e_{k+1},e_{k+2})-\mathcal F[E_d](e_{k+2},e_{k+1})\big)=d_k.$$

The cross product is linear in each spin, so it survives like the exchange term: $\mathcal F[E_d](x,y)=x\cdot Gy+d\cdot(x\times y)$. Since $e_{k+1}\times e_{k+2}=e_k$, the first combination is $G_{k+1,k+2}+d_k$ and the second is $G_{k+2,k+1}-d_k$. The symmetric part drops out of the difference, which leaves $2d_k$. This formula uses eight energies for each component.

The Lean proof has the survival formula as `key` and the two cross products as `h1` and `h2`. The symmetry `hG` removes $G$.

```lean
/-- For a symmetric exchange tensor `G` plus a Dzyaloshinskii–Moriya coupling `d · (u × v)`,
half the difference of two four-state combinations with exchanged axes is a component
of `d`. -/
theorem dzyaloshinskii_moriya_component (G : Matrix (Fin 3) (Fin 3) ℝ) (hG : G.IsSymm)
    (d : Spin) (f h : Spin → ℝ) (k : Fin 3) :
    (fourState (fun u v => pairEnergy G f h u v + d ⬝ᵥ crossProduct u v)
        (axis (k + 1)) (axis (k + 2))
      - fourState (fun u v => pairEnergy G f h u v + d ⬝ᵥ crossProduct u v)
        (axis (k + 2)) (axis (k + 1))) / 2 = d k := by
  have key : ∀ x y, fourState (fun u v => pairEnergy G f h u v + d ⬝ᵥ crossProduct u v) x y
      = x ⬝ᵥ G *ᵥ y + d ⬝ᵥ crossProduct x y := by
    intro x y
    simp only [fourState, pairEnergy, Matrix.mulVec_neg, dotProduct_neg, neg_dotProduct,
      map_neg, LinearMap.neg_apply]
    ring
  have h1 : d ⬝ᵥ crossProduct (axis (k + 1)) (axis (k + 2)) = d k := by
    fin_cases k <;> simp [axis, cross_apply, dotProduct, Fin.sum_univ_succ]
  have h2 : d ⬝ᵥ crossProduct (axis (k + 2)) (axis (k + 1)) = -d k := by
    rw [← cross_anticomm, dotProduct_neg, h1]
  -- the symmetric part drops out of the difference
  rw [key, key, axis_coupling, axis_coupling, h1, h2, hG.apply (k + 1) (k + 2)]
  ring
```

## (h) Interactions that leave no trace

The letter $G$ now denotes a function of two spins with $G(-u,v)=G(u,v)$. Show that for any energy function $E$

$$\mathcal F[E+G](u,v)=\mathcal F[E](u,v).$$

By evenness, the added terms are $G(u,v)+G(u,-v)-G(u,-v)-G(u,v)=0$. Rewriting with `hG` and then `ring` repeats this line. A biquadratic coupling proportional to $(u\cdot v)^2$ is of this kind: it does not disturb the exchange element, and the four energies combined in this way do not reveal it.

```lean
/-- An additional interaction that is even in the first spin does not change the four-state
combination. -/
theorem fourState_add_even (E G : Spin → Spin → ℝ) (hG : ∀ u v, G (-u) v = G u v)
    (u v : Spin) :
    fourState (fun x y => E x y + G x y) u v = fourState E u v := by
  simp only [fourState, hG]
  ring
```

## (i) An interaction that shifts the answer

Add a bicubic term of strength $K$ to the pair energy, $E_K(u,v)=E(u,v)+K(u\cdot v)^3$. Show that

$$\mathcal F[E_K](e_a,e_a)=J_{aa}+K.$$

With both spins along the same axis, $(u\cdot v)^3$ is $1$ when both or neither are reversed and $-1$ when one is. The signs of the combination turn this into $4K/4=K$, while (c) supplies $J_{aa}$. The Lean proof evaluates $e_a\cdot e_a=1$ as `hs` and collects the terms.

The four energies therefore return only the sum $J_{aa}+K$. If a material has such a term, the value obtained is an effective exchange element for collinear reversals along that axis, and it need not describe small rotations of the spins.

```lean
/-- An additional bicubic interaction `K (u · v)³` shifts the four-state value of a diagonal
exchange element by `K`. -/
theorem bicubic_shift (J : Matrix (Fin 3) (Fin 3) ℝ) (f h : Spin → ℝ) (K : ℝ) (a : Fin 3) :
    fourState (fun u v => pairEnergy J f h u v + K * (u ⬝ᵥ v) ^ 3) (axis a) (axis a)
      = J a a + K := by
  have hs : axis a ⬝ᵥ axis a = 1 := by simp [axis]
  simp only [fourState, pairEnergy, Matrix.mulVec_neg, dotProduct_neg, neg_dotProduct,
    axis_coupling, hs]
  ring

end

end FourStateExchange
```

```lean
#print axioms FourStateExchange.exchange_element
#print axioms FourStateExchange.dzyaloshinskii_moriya_component
#print axioms FourStateExchange.fourState_add_even
#print axioms FourStateExchange.bicubic_shift
```

```
'FourStateExchange.exchange_element' depends on axioms: [propext, Classical.choice, Quot.sound]
'FourStateExchange.dzyaloshinskii_moriya_component' depends on axioms: [propext, Classical.choice, Quot.sound]
'FourStateExchange.fourState_add_even' depends on axioms: [propext, Classical.choice, Quot.sound]
'FourStateExchange.bicubic_shift' depends on axioms: [propext, Classical.choice, Quot.sound]
```
